# In finite dimension, every level has even degeneracy if an antiunitary symmetry $T$ has no eigenvalue 1 in $T^2$

## The symmetry, its square and the levels

Let $H$ be the Hermitian Hamiltonian of a crystal at one wavevector $\mathbf k$, and let $T$ be an antiunitary symmetry that leaves $\mathbf k$ fixed up to a reciprocal lattice vector. Bands stick together at $\mathbf k$ when the symmetry forbids a nondegenerate level there. If $T^2=-1$, this is Kramers degeneracy. In a crystal, however, $T$ often combines time reversal with a rotation or a fractional translation, and then $T^2$ is a unitary spatial operation that need not be a multiple of the identity. The condition used below is that 1 is not an eigenvalue of $T^2$.

An example is a spin-½ electron at $\Gamma$ in a magnetic crystal that is invariant under time reversal $\Theta$ combined with a fourfold rotation $C_4$. With $T=\Theta C_4$ one has $T^2=\Theta^2C_4^2=-C_2$, where $C_2=C_4^2$. A full turn changes the sign of a spin-½ state, so $C_2^2=-1$, and the eigenvalues of $T^2$ can only be $\pm i$.

The states form a complex inner product space $E$. The inner product $\langle x,y\rangle$ is conjugate-linear in the first argument and linear in the second, as in Dirac notation. Finite dimension is assumed only in the theorems that list it as a hypothesis.

```lean
import Mathlib

open scoped InnerProductSpace ComplexConjugate
open Module

noncomputable section

namespace AntiunitaryBandSticking

variable {E : Type*} [NormedAddCommGroup E] [InnerProductSpace ℂ E]
```

An antiunitary operator is conjugate-linear, $T(cx)=c^*\,Tx$, and reverses the order of inner products:
$$\langle Tx,Ty\rangle=\langle y,x\rangle .$$
The type `E →ₗ⋆[ℂ] E` carries the conjugate-linearity, and `IsAntiunitary` states the second property. Setting $y=x$ shows that $T$ preserves norms, so in finite dimension it is also invertible.

```lean
/-- A conjugate-linear operator `T` on a finite-dimensional state space is antiunitary when
`⟨Tx, Ty⟩ = ⟨y, x⟩` for all states. -/
def IsAntiunitary (T : E →ₗ⋆[ℂ] E) : Prop :=
  ∀ x y, ⟪T x, T y⟫_ℂ = ⟪y, x⟫_ℂ
```

Applying $T$ twice conjugates a scalar twice, $T(T(cx))=T(c^*\,Tx)=c\,T^2x$, so $T^2$ is linear and has eigenvalues in the ordinary sense. It also preserves inner products, since $\langle T^2x,T^2y\rangle=\langle Ty,Tx\rangle=\langle x,y\rangle$; in finite dimension it is therefore unitary. The Lean name for $T^2$ is `square T`.

```lean
/-- The square `T²` of a conjugate-linear operator, which is a linear operator. -/
def square (T : E →ₗ⋆[ℂ] E) : Module.End ℂ E where
  toFun x := T (T x)
  map_add' x y := by simp
  map_smul' c x := by simp [map_smulₛₗ]
```

## A state with full overlap $\langle T^2x,x\rangle$ is fixed by $T^2$

Suppose that $\langle T^2x,x\rangle=\langle Tx,Tx\rangle$. Antiunitarity turns the right-hand side into $\langle x,x\rangle$. This number is real, so $\langle x,T^2x\rangle=\langle x,x\rangle$ as well. Since $T^2$ preserves norms,
$$\|T^2x-x\|^2=\langle T^2x,T^2x\rangle-\langle T^2x,x\rangle-\langle x,T^2x\rangle+\langle x,x\rangle=0,$$
and hence $T^2x=x$.

```lean
/-- For antiunitary `T`, a state with `⟨T²x, x⟩ = ⟨Tx, Tx⟩` satisfies `T²x = x`. -/
theorem sq_fixed_of_inner {T : E →ₗ⋆[ℂ] E} (hT : IsAntiunitary T) {x : E}
    (h : ⟪T (T x), x⟫_ℂ = ⟪T x, T x⟫_ℂ) : T (T x) = x := by
  have h1 : ⟪T (T x), x⟫_ℂ = ⟪x, x⟫_ℂ := h.trans (hT x x)
  have h2 : ⟪x, T (T x)⟫_ℂ = ⟪x, x⟫_ℂ := by
    rw [← inner_conj_symm x (T (T x)), h1, inner_conj_symm]
  have h3 : ⟪T (T x), T (T x)⟫_ℂ = ⟪x, x⟫_ℂ := (hT _ _).trans (hT x x)
  -- the squared norm of `T²x - x` vanishes
  have h0 : ⟪T (T x) - x, T (T x) - x⟫_ℂ = 0 := by
    rw [inner_sub_left, inner_sub_right, inner_sub_right, h1, h2, h3]
    ring
  exact sub_eq_zero.1 (inner_self_eq_zero.1 h0)
```

The facts `h1`, `h2` and `h3` are the values of the two overlaps and of $\|T^2x\|^2$. The expansion of the squared norm is `h0`, and the last line passes from zero norm to $T^2x-x=0$.

## An odd-dimensional invariant subspace contains a state fixed by $T^2$

When $T^2=-1$, a state is orthogonal to its partner $Tx$, and a level can be split into orthogonal pairs. For a general $T^2$ an arbitrary state need not be orthogonal to $Tx$. If 1 is not an eigenvalue of $T^2$, orthogonal pairs can still be built from eigenvectors of $T^2$. The proof here instead obtains the parity from a determinant, without diagonalising $T^2$.

Let $V$ be a subspace that $T$ maps into itself, of odd dimension $m$, with a basis $b_0,\dots,b_{m-1}$ that need not be orthonormal. Consider
$$\omega(x,y)=\langle Tx,y\rangle-\langle Ty,x\rangle .$$
The conjugation by $T$ and the conjugation in the first argument of the inner product cancel, so $\omega$ is linear in both arguments. It is also antisymmetric. Its matrix $M_{ij}=\omega(b_i,b_j)$ satisfies $M^{\mathsf T}=-M$, and therefore
$$\det M=\det M^{\mathsf T}=(-1)^m\det M=-\det M,$$
so that $\det M=0$. There is then a nonzero column $v$ with $Mv=0$. Put $x=\sum_j v_jb_j$, which is nonzero because the $b_j$ are linearly independent. Row $i$ of $Mv=0$ reads
$$\langle Tb_i,x\rangle-\langle Tx,b_i\rangle=0 .$$
Both terms extend linearly from the $b_i$ to an arbitrary $y$ in $V$, which gives
$$\langle Ty,x\rangle=\langle Tx,y\rangle\qquad\text{for all }y\in V .$$
The subspace is invariant, so $y=Tx$ is allowed. This choice gives $\langle T^2x,x\rangle=\langle Tx,Tx\rangle$, and the previous result yields $T^2x=x$.

```lean
/-- In a finite-dimensional state space, every odd-dimensional subspace invariant under an
antiunitary `T` contains a nonzero state with `T²φ = φ`. -/
theorem exists_sq_fixed_of_odd [FiniteDimensional ℂ E] {T : E →ₗ⋆[ℂ] E} (hT : IsAntiunitary T)
    (V : Submodule ℂ E) (hV : ∀ x ∈ V, T x ∈ V) (hodd : Odd (finrank ℂ V)) :
    ∃ φ ∈ V, φ ≠ 0 ∧ T (T φ) = φ := by
  let b := Module.finBasis ℂ V
  -- the antisymmetric form `⟨Tx, y⟩ - ⟨Ty, x⟩` in a basis of `V`
  let M : Matrix (Fin (finrank ℂ V)) (Fin (finrank ℂ V)) ℂ :=
    Matrix.of fun i j => ⟪T (b i : E), (b j : E)⟫_ℂ - ⟪T (b j : E), (b i : E)⟫_ℂ
  have hMt : M.transpose = -M := by
    ext i j
    simp [M]
  have hdet : M.det = 0 := by
    have h := Matrix.det_transpose M
    rw [hMt, Matrix.det_neg, Fintype.card_fin, hodd.neg_one_pow] at h
    linear_combination (-1 / 2 : ℂ) * h
  obtain ⟨v, hv, hMv⟩ := Matrix.exists_mulVec_eq_zero_iff.2 hdet
  have coeSum : ∀ c : Fin (finrank ℂ V) → ℂ,
      ((∑ i, c i • b i : V) : E) = ∑ i, c i • (b i : E) := by
    intro c
    simp
  have expand : ∀ (c : Fin (finrank ℂ V) → ℂ) (z : E),
      ⟪T (∑ i, c i • (b i : E)), z⟫_ℂ = ∑ i, c i * ⟪T (b i : E), z⟫_ℂ := by
    intro c z
    simp [map_sum, map_smulₛₗ]
    exact Finset.sum_congr rfl fun i _ => mul_comm _ _
  obtain ⟨x, hx⟩ : ∃ x : V, x = ∑ i, v i • b i := ⟨_, rfl⟩
  have hxE : (x : E) = ∑ i, v i • (b i : E) := by rw [hx, coeSum]
  have hx0 : (x : E) ≠ 0 := by
    intro h
    have hz : ∑ i, v i • b i = 0 := hx.symm.trans (Subtype.ext h)
    exact hv (funext (Fintype.linearIndependent_iff.1 b.linearIndependent v hz))
  -- `x` lies in the kernel of the form
  have hb : ∀ i, ⟪T (b i : E), (x : E)⟫_ℂ = ⟪T (x : E), (b i : E)⟫_ℂ := by
    intro i
    have h := congrFun hMv i
    simp only [Matrix.mulVec, dotProduct, M, Matrix.of_apply, Pi.zero_apply, sub_mul,
      Finset.sum_sub_distrib] at h
    rw [hxE, expand v, inner_sum]
    simp only [inner_smul_right]
    simpa only [mul_comm, sub_eq_zero] using h
  have hall : ∀ y : V, ⟪T (y : E), (x : E)⟫_ℂ = ⟪T (x : E), (y : E)⟫_ℂ := by
    intro y
    have hy : (y : E) = ∑ i, b.repr y i • (b i : E) := by
      rw [← coeSum (b.repr y), b.sum_repr]
    rw [hy, expand (b.repr y), inner_sum]
    exact Finset.sum_congr rfl fun i _ => by rw [inner_smul_right, hb]
  -- test the form on `y = Tx`
  exact ⟨x, x.2, hx0, sq_fixed_of_inner hT (hall ⟨T x, hV x x.2⟩)⟩
```

The dimension $m$ is `finrank ℂ V`, and the state found is called `φ` in the statement and `x` in the proof. The steps `hMt` and `hdet` give the antisymmetry and the vanishing determinant, and `Matrix.exists_mulVec_eq_zero_iff` supplies $v$. The auxiliary fact `expand` expresses the cancellation of the two conjugations. Then `hx0` shows that $x\neq0$, `hb` is the row equation, and `hall` extends it to all of $V$. The final line inserts $y=Tx$.

## The symmetry maps each level into itself

Let $Hx=\mu x$ with $x\neq0$. Since $H$ is Hermitian, $\mu$ is real. Since $H$ commutes with $T$,
$$H(Tx)=T(Hx)=T(\mu x)=\mu^*\,Tx=\mu\,Tx .$$
So $Tx$ belongs to the same level as $x$.

```lean
/-- If `T` is conjugate-linear and commutes with a Hermitian `H`, it maps each eigenspace of `H`
into itself. -/
theorem eigenspace_invariant {T : E →ₗ⋆[ℂ] E} {H : E →ₗ[ℂ] E} (hH : H.IsSymmetric)
    (hc : ∀ x, H (T x) = T (H x)) (μ : ℂ) :
    ∀ x ∈ End.eigenspace H μ, T x ∈ End.eigenspace H μ := by
  intro x hx
  by_cases h0 : x = 0
  · rw [h0, map_zero]
    exact Submodule.zero_mem _
  · -- the eigenvalue is real, so conjugation leaves it alone
    have hμ : conj μ = μ :=
      hH.conj_eigenvalue_eq_self (End.hasEigenvalue_of_hasEigenvector ⟨hx, h0⟩)
    rw [End.mem_eigenspace_iff] at hx ⊢
    rw [hc, hx, map_smulₛₗ, hμ]
```

Hermiticity is `H.IsSymmetric`, that is, $\langle Hx,y\rangle=\langle x,Hy\rangle$. The commutation rule is the hypothesis `hc`, written out state by state. The level is `End.eigenspace H μ`, the space of all solutions of $Hx=\mu x$. The proof treats $x=0$ separately, because the reality of $\mu$ is deduced from a nonzero eigenvector.

## Every level has even dimension

Suppose that some eigenspace of $H$ had odd dimension. It is invariant under $T$, so it would contain a nonzero $\varphi$ with $T^2\varphi=\varphi$. Then 1 would be an eigenvalue of $T^2$, contrary to the assumption. Hence every eigenspace has even dimension.

```lean
/-- Band sticking in finite dimension: if an antiunitary `T` commutes with a Hermitian `H` on a
finite-dimensional state space and 1 is not an eigenvalue of `T²`, every eigenspace of `H` has even
dimension. -/
theorem even_finrank_eigenspace [FiniteDimensional ℂ E] {T : E →ₗ⋆[ℂ] E}
    (hT : IsAntiunitary T) (h1 : ¬ (square T).HasEigenvalue 1) {H : E →ₗ[ℂ] E}
    (hH : H.IsSymmetric) (hc : ∀ x, H (T x) = T (H x)) (μ : ℂ) :
    Even (finrank ℂ (End.eigenspace H μ)) := by
  by_contra hne
  obtain ⟨φ, -, h0, hφ⟩ := exists_sq_fixed_of_odd hT _ (eigenspace_invariant hH hc μ)
    (Nat.not_even_iff_odd.1 hne)
  refine h1 (End.hasEigenvalue_of_hasEigenvector (x := φ) ⟨End.mem_eigenspace_iff.2 ?_, h0⟩)
  change T (T φ) = (1 : ℂ) • φ
  rw [hφ, one_smul]
```

In words: let $T$ be antiunitary on a finite-dimensional complex inner product space, let 1 not be an eigenvalue of $T^2$, and let $H$ be Hermitian and commute with $T$. Then for every complex $\mu$ the space of solutions of $Hx=\mu x$ has even dimension. If $\mu$ is not an eigenvalue, this dimension is zero. The proof is the argument by contradiction above: `by_contra` assumes an odd dimension, `exists_sq_fixed_of_odd` produces `φ`, and the remaining lines present `φ` as an eigenvector of `square T` with eigenvalue 1.

The choice $H=0$ makes the whole space a single level, so the hypothesis on $T^2$ can be met only in even dimension. On $\mathbb C^1$, for example, every antiunitary operator has $T^2=1$.

For an independent-electron band calculation in a finite basis, the theorem says that each level at such a $\mathbf k$ has even degeneracy. It gives neither the size of the degeneracy nor the way the bands separate away from $\mathbf k$. The step left to the user is the passage from the crystal to the model: the space spanned by the basis retained at $\mathbf k$ must be mapped into itself by $T$, and the truncated $H$ must still commute with $T$.

## A nondegenerate level when $T^2$ has the eigenvalue 1

It is not enough that $T^2$ differs from the identity. On $\mathbb C^3$ take
$$T(x_0,x_1,x_2)=(x_0^*,\,-x_2^*,\,x_1^*),\qquad H=\mathrm{diag}(0,1,1).$$
Here $T$ is antiunitary, $T^2=\mathrm{diag}(1,-1,-1)$, and $H$ is Hermitian and commutes with $T$. The level at energy 0 is nevertheless nondegenerate. Its eigenvector $(1,0,0)$ is fixed by $T^2$, which is what the hypothesis excludes. This small calculation is given in prose alone, without a Lean proof.

## A four-state example with $T^2$ not a scalar

On $\mathbb C^4$, with components numbered from 0 to 3, let
$$T(x_0,x_1,x_2,x_3)=(x_1^*,\;i\,x_0^*,\;x_3^*,\;i\,x_2^*).$$
Applying $T$ twice gives
$$T^2=\mathrm{diag}(-i,\,i,\,-i,\,i),$$
with the same eigenvalues $\pm i$ as in the case of the fourfold rotation.

```lean
/-- The operator `(x₀, x₁, x₂, x₃) ↦ (x₁*, i x₀*, x₃*, i x₂*)` on `ℂ⁴`. -/
def exampleT : EuclideanSpace ℂ (Fin 4) →ₗ⋆[ℂ] EuclideanSpace ℂ (Fin 4) where
  toFun x := !₂[conj (x 1), Complex.I * conj (x 0), conj (x 3), Complex.I * conj (x 2)]
  map_add' x y := by
    ext i
    fin_cases i <;> simp [mul_add]
  map_smul' c x := by
    ext i
    fin_cases i <;> simp <;> ring
```

For the Hamiltonian take $H=\mathrm{diag}(1,1,-1,-1)$, which has two levels, at energies $1$ and $-1$ in arbitrary units.

```lean
/-- The two-level Hamiltonian `diag(1, 1, -1, -1)` on `ℂ⁴`. -/
def exampleH : EuclideanSpace ℂ (Fin 4) →ₗ[ℂ] EuclideanSpace ℂ (Fin 4) where
  toFun x := !₂[x 0, x 1, -x 2, -x 3]
  map_add' x y := by
    ext i
    fin_cases i <;> simp <;> ring
  map_smul' c x := by
    ext i
    fin_cases i <;> simp
```

All the hypotheses can be verified in components.

- **Antiunitarity.** The components 0 and 1 contribute $x_1y_1^*+(-i\,x_0)(i\,y_0^*)=x_1y_1^*+x_0y_0^*$ to $\langle Tx,Ty\rangle$. The components 2 and 3 contribute in the same way, and the sum is $\langle y,x\rangle$.
- **No eigenvalue 1.** If $T^2x=x$, each component satisfies $\pm i\,x_k=x_k$, so $x_k=0$.
- **Not a scalar.** If $T^2=c\cdot1$, applying both sides to $(1,1,0,0)/\sqrt2$ would give $c=-i$ and $c=i$ at once. The code uses the same vector without the factor $1/\sqrt2$.
- **Hermiticity and commutation.** $H$ is real and diagonal. It is constant on each of the pairs $(0,1)$ and $(2,3)$, and $T$ does not mix these pairs.

```lean
/-- On `ℂ⁴` the operator `exampleT` is antiunitary, its square is not a scalar and does not have
the eigenvalue 1, and it commutes with the Hermitian `exampleH`. -/
theorem band_sticking_witness :
    IsAntiunitary exampleT ∧ ¬ (square exampleT).HasEigenvalue 1 ∧
      (∀ c : ℂ, square exampleT ≠ c • (1 : Module.End ℂ (EuclideanSpace ℂ (Fin 4)))) ∧
      exampleH.IsSymmetric ∧ ∀ x, exampleH (exampleT x) = exampleT (exampleH x) := by
  have hsq : ∀ x, square exampleT x =
      !₂[-Complex.I * x 0, Complex.I * x 1, -Complex.I * x 2, Complex.I * x 3] := by
    intro x
    ext i
    fin_cases i <;> simp [square, exampleT]
  have kp : ∀ z : ℂ, Complex.I * z = z → z = 0 := fun z h => by
    linear_combination (-(1 + Complex.I) / 2) * h + z / 2 * Complex.I_sq
  have km : ∀ z : ℂ, -Complex.I * z = z → z = 0 := fun z h => by
    linear_combination (-(1 - Complex.I) / 2) * h + z / 2 * Complex.I_sq
  refine ⟨?_, ?_, ?_, ?_, ?_⟩
  · intro x y
    simp [exampleT, PiLp.inner_apply, Fin.sum_univ_four]
    linear_combination (-(conj (y 0) * x 0 + conj (y 2) * x 2)) * Complex.I_sq
  · intro h
    obtain ⟨v, hv⟩ := h.exists_hasEigenvector
    have hv' := (hsq v).symm.trans (hv.apply_eq_smul.trans (one_smul ℂ v))
    have e := fun i => congrArg (fun w : EuclideanSpace ℂ (Fin 4) => w i) hv'
    apply hv.2
    ext i
    fin_cases i
    exacts [km _ (e 0), kp _ (e 1), km _ (e 2), kp _ (e 3)]
  · intro c h
    -- compare the first two diagonal entries of `T²`
    have hv := (hsq !₂[1, 1, 0, 0]).symm.trans (LinearMap.congr_fun h !₂[1, 1, 0, 0])
    have e := fun i => congrArg (fun w : EuclideanSpace ℂ (Fin 4) => w i) hv
    have h0 : -Complex.I * 1 = c * 1 := e 0
    have h1 : Complex.I * 1 = c * 1 := e 1
    exact Complex.I_ne_zero (by linear_combination (h1 - h0) / 2)
  · intro x y
    simp [exampleH, PiLp.inner_apply, Fin.sum_univ_four]
  · intro x
    ext i
    fin_cases i <;> simp [exampleH, exampleT]

end AntiunitaryBandSticking
```

The five parts of `band_sticking_witness` are these properties, with the last item of the list split into two. The fact `hsq` computes $T^2$ in components, and `kp` and `km` show that $iz=z$ and $-iz=z$ each force $z=0$. The levels of this $H$ are visibly twofold degenerate, in agreement with `even_finrank_eigenspace`.

```lean
#print axioms AntiunitaryBandSticking.even_finrank_eigenspace
```

```
'AntiunitaryBandSticking.even_finrank_eigenspace' depends on axioms: [propext, Classical.choice, Quot.sound]
```
